# Lifts of point-group generators and the unit translations generate a Seitz group with lattice ℤⁿ

Suppose I write a space-group operation as a pair $\{R|t\}$, an invertible real matrix with a real vector, in coordinates where the lattice translations are exactly the integer vectors. Let $G$ be such a group, with finite point group $P$, and pick $g_1,\dots,g_d$ in $G$ whose linear parts generate $P$. I believe that these operations and the $n$ unit translations then generate all of $G$, even when the $g_k$ are screw rotations or glide reflections with fractional translation parts. Can this be made rigorous and checked by machine, and where does the finiteness of $P$ come in?

## Equal linear parts differ by a lattice translation

Using real matrices and vectors leaves room for fractional translation parts, and the choice of a primitive cell becomes the hypothesis that the translation lattice is $\mathbb Z^n$. Nothing forces $R$ to be orthogonal, so no metric enters. Finiteness of $P$ turns out not to be needed for your claim.

The operation $\{R|t\}$ sends $x$ to $Rx+t$, which gives

$$\{R|t\}\{S|u\}=\{RS|Ru+t\},\qquad \{R|t\}^{-1}=\{R^{-1}|-R^{-1}t\}.$$

Let $\mathcal S$ be the set of chosen operations, $e_i$ with $0\le i<n$ the unit vectors, and $H$ the group generated by $\mathcal S$ and all $\{1|e_i\}$. Every generator lies in $G$, so $H\subseteq G$.

For the other inclusion, take $g=\{R|t\}$ in $G$. Its linear part $R$ is a product of linear parts of elements of $\mathcal S$ and their inverses. The same product of the operations themselves is some $h=\{R|u\}$ in $H$, and

$$gh^{-1}=\{R|t\}\{R^{-1}|-R^{-1}u\}=\{1|t-u\}.$$

This is a pure translation in $G$, so $t-u=\sum_i z_i e_i$ with integers $z_i$. Hence $\{1|t-u\}=\prod_i\{1|e_i\}^{z_i}$ lies in $H$, and so does $g=\{1|t-u\}h$. The fractional parts of $t$ and $u$ never have to vanish; only their difference has to be an integer vector.

The converse holds too. If $H=G$, taking linear parts sends every translation to $1$, so the linear parts of $\mathcal S$ alone generate $P$.

Fewer translations may suffice, because conjugation by $\{R|u\}$ applies $R$ to their vectors:

$$\{R|u\}\{1|t\}\{R|u\}^{-1}=\{R|Rt+u\}\{R^{-1}|-R^{-1}u\}=\{1|Rt\}.$$

It is therefore enough to supply lattice vectors whose images under $P$ generate the lattice. In the plane group p4 the fourfold rotation takes $e_0$ to $e_1$, so that rotation and one unit translation generate the group.

### What the Lean statements say

`Seitz n` is the type of pairs $\{R|t\}$, with fields `rot` and `trans`; `rot` is a unit of the matrix ring, that is, a matrix together with its inverse. A group of operations is a `Subgroup (Seitz n)`. Its `pointGroup` is the image under `linearPart`, and its `translationLattice` consists of all $t$ with $\{1|t\}$ in the group. `Subgroup.closure` is the subgroup generated by a set.

Your claim is the right-to-left direction of `generated_iff`, with the Lean set `S` equal to $\{g_1,\dots,g_d\}$. The theorem assumes `translationLattice G = integerLattice n` and `S ⊆ G`, and proves that generating $G$ is equivalent to generating the point group. `S` may be infinite.

Finiteness appears only in `fg_of_finite_pointGroup`, which concludes that $G$ is finitely generated. Physically, it stands for the fact that the point operations of a crystal preserve lengths as well as the lattice; here it is assumed, since the model has no metric.

The lattice hypothesis excludes conventional coordinates for a centred cell, where some lattice vectors are fractional. The more general `generated_of_orbit` covers that case, for example when its set `A` of supplied translations consists of the unit vectors and the centring vectors.

For symmetry handling in electronic-structure codes, the result means that a density invariant under these generators is invariant under all of $G$, provided the operations are exact. The matrices have integer entries in these coordinates, but a fractional translation such as $1/3$ that has been rounded gives an operation outside $G$.

```lean
import Mathlib

open Matrix

namespace SpaceGroupGeneration

noncomputable section

/-- A Seitz operation `{R|t}`: an invertible real matrix `R` and a real translation part `t`. -/
@[ext]
structure Seitz (n : ℕ) where
  /-- the linear part -/
  rot : (Matrix (Fin n) (Fin n) ℝ)ˣ
  /-- the translation part -/
  trans : Fin n → ℝ

variable {n : ℕ}

/-- The Seitz product `{R|t}{S|u} = {RS|Ru + t}`. -/
instance : Mul (Seitz n) :=
  ⟨fun g h => ⟨g.rot * h.rot, g.rot.val *ᵥ h.trans + g.trans⟩⟩

instance : One (Seitz n) := ⟨⟨1, 0⟩⟩

instance : Inv (Seitz n) := ⟨fun g => ⟨g.rot⁻¹, -((g.rot⁻¹).val *ᵥ g.trans)⟩⟩

instance : Group (Seitz n) where
  mul_assoc g h k := Seitz.ext (mul_assoc g.rot h.rot k.rot) (by
    change (g.rot * h.rot).val *ᵥ k.trans + (g.rot.val *ᵥ h.trans + g.trans)
      = g.rot.val *ᵥ (h.rot.val *ᵥ k.trans + h.trans) + g.trans
    rw [Units.val_mul, Matrix.mulVec_add, Matrix.mulVec_mulVec, add_assoc])
  one_mul g := Seitz.ext (one_mul g.rot) (by
    change (1 : Matrix (Fin n) (Fin n) ℝ) *ᵥ g.trans + 0 = g.trans
    rw [Matrix.one_mulVec, add_zero])
  mul_one g := Seitz.ext (mul_one g.rot) (by
    change g.rot.val *ᵥ (0 : Fin n → ℝ) + g.trans = g.trans
    rw [Matrix.mulVec_zero, zero_add])
  inv_mul_cancel g := Seitz.ext (inv_mul_cancel g.rot)
    (add_neg_cancel ((g.rot⁻¹).val *ᵥ g.trans))

/-- The homomorphism `{R|t} ↦ R`. -/
def linearPart : Seitz n →* (Matrix (Fin n) (Fin n) ℝ)ˣ where
  toFun := Seitz.rot
  map_one' := rfl
  map_mul' _ _ := rfl

/-- The pure translation `{1|t}`. -/
def translation (t : Fin n → ℝ) : Seitz n := ⟨1, t⟩

/-- Translations compose by adding their vectors. -/
theorem translation_add (s t : Fin n → ℝ) :
    translation (s + t) = translation s * translation t := by
  refine Seitz.ext (one_mul 1).symm ?_
  change s + t = (1 : Matrix (Fin n) (Fin n) ℝ) *ᵥ t + s
  rw [Matrix.one_mulVec, add_comm]

/-- Conjugating a translation by `{R|u}` applies `R` to its vector: `{R|u}{1|t}{R|u}⁻¹ = {1|Rt}`. -/
theorem conj_translation (h : Seitz n) (t : Fin n → ℝ) :
    h * translation t * h⁻¹ = translation (h.rot.val *ᵥ t) := by
  rw [mul_inv_eq_iff_eq_mul]
  refine Seitz.ext ?_ ?_
  · change h.rot * 1 = 1 * h.rot
    rw [mul_one, one_mul]
  · change h.rot.val *ᵥ t + h.trans
      = (1 : Matrix (Fin n) (Fin n) ℝ) *ᵥ h.trans + h.rot.val *ᵥ t
    rw [Matrix.one_mulVec, add_comm]

/-- The point group: all linear parts of elements of `G`. -/
def pointGroup (G : Subgroup (Seitz n)) : Subgroup (Matrix (Fin n) (Fin n) ℝ)ˣ :=
  G.map linearPart

/-- The translation lattice: all vectors `t` with `{1|t}` in `G`. -/
def translationLattice (G : Subgroup (Seitz n)) : AddSubgroup (Fin n → ℝ) where
  carrier := {t | translation t ∈ G}
  zero_mem' := G.one_mem
  add_mem' := fun {s t} hs ht => by
    change translation (s + t) ∈ G
    rw [translation_add]
    exact G.mul_mem hs ht
  neg_mem' := fun {t} ht => by
    have h : translation (-t) * translation t = 1 := by
      rw [← translation_add, neg_add_cancel]
      rfl
    change translation (-t) ∈ G
    rw [eq_inv_of_mul_eq_one_left h]
    exact G.inv_mem ht

/-- The lattice `ℤⁿ` of vectors with integer components. -/
def integerLattice (n : ℕ) : AddSubgroup (Fin n → ℝ) where
  carrier := {t | ∀ i, ∃ z : ℤ, t i = z}
  zero_mem' := fun _ => ⟨0, by simp⟩
  add_mem' := fun {a b} ha hb i => by
    obtain ⟨x, hx⟩ := ha i
    obtain ⟨y, hy⟩ := hb i
    exact ⟨x + y, by simp [hx, hy]⟩
  neg_mem' := fun {a} ha i => by
    obtain ⟨x, hx⟩ := ha i
    exact ⟨-x, by simp [hx]⟩

/-- The `n` unit vectors along the cell axes. -/
def unitVectors (n : ℕ) : Set (Fin n → ℝ) :=
  Set.range fun i => (Pi.single i (1 : ℝ) : Fin n → ℝ)

/-- The unit vectors generate `ℤⁿ`. -/
theorem closure_unitVectors (n : ℕ) :
    AddSubgroup.closure (unitVectors n) = integerLattice n := by
  apply le_antisymm
  · rw [AddSubgroup.closure_le]
    rintro _ ⟨j, rfl⟩ i
    exact ⟨if i = j then 1 else 0, by simp [Pi.single_apply]⟩
  · intro t ht
    have ht' : ∀ i, ∃ z : ℤ, t i = z := ht
    choose z hz using ht'
    have e : t = ∑ i, z i • (Pi.single i (1 : ℝ) : Fin n → ℝ) := by
      ext j
      rw [Finset.sum_apply]
      simp [Pi.single_apply, hz]
    have hu : ∀ i, (Pi.single i (1 : ℝ) : Fin n → ℝ) ∈ unitVectors n := fun i => ⟨i, rfl⟩
    rw [e]
    exact AddSubgroup.sum_mem _ fun i _ =>
      AddSubgroup.zsmul_mem _ (AddSubgroup.subset_closure (hu i)) _

/-- A subgroup of `G` with the full point group and the full translation lattice is `G`. -/
theorem eq_of_pointGroup_le_of_lattice_le {G H : Subgroup (Seitz n)} (hHG : H ≤ G)
    (hP : pointGroup G ≤ pointGroup H)
    (hT : translationLattice G ≤ translationLattice H) : H = G := by
  refine le_antisymm hHG fun g hg => ?_
  -- pick `h` in `H` with the same linear part; `g` and `h` differ by a translation
  obtain ⟨h, hh, hrot⟩ := hP (show linearPart g ∈ pointGroup G from ⟨g, hg, rfl⟩)
  have hrot' : h.rot = g.rot := hrot
  have e : g = translation (g.trans - h.trans) * h := by
    refine Seitz.ext ?_ ?_
    · change g.rot = 1 * h.rot
      rw [one_mul, hrot']
    · change g.trans = (1 : Matrix (Fin n) (Fin n) ℝ) *ᵥ h.trans + (g.trans - h.trans)
      rw [Matrix.one_mulVec, add_sub_cancel]
  have ht : translation (g.trans - h.trans) ∈ G := by
    rw [← mul_inv_eq_iff_eq_mul.2 e]
    exact G.mul_mem hg (G.inv_mem (hHG hh))
  have ht' : translation (g.trans - h.trans) ∈ H :=
    hT (show g.trans - h.trans ∈ translationLattice G from ht)
  rw [e]
  exact H.mul_mem ht' hh

/-- If `S` is a set of elements of `G` whose linear parts generate the point group, and the images
of the lattice vectors `A` under the point group generate the lattice, then `S` and the translations
by `A` generate `G`. -/
theorem generated_of_orbit {G : Subgroup (Seitz n)} {S : Set (Seitz n)}
    {A : Set (Fin n → ℝ)} (hS : S ⊆ G) (hA : A ⊆ translationLattice G)
    (hP : Subgroup.closure (linearPart '' S) = pointGroup G)
    (hspan : translationLattice G ≤
      AddSubgroup.closure {v | ∃ R ∈ pointGroup G, ∃ a ∈ A, R.val *ᵥ a = v}) :
    Subgroup.closure (S ∪ translation '' A) = G := by
  have hPH : pointGroup G ≤ pointGroup (Subgroup.closure (S ∪ translation '' A)) := by
    rw [← hP, Subgroup.closure_le]
    rintro _ ⟨g, hg, rfl⟩
    exact ⟨g, Subgroup.subset_closure (Or.inl hg), rfl⟩
  refine eq_of_pointGroup_le_of_lattice_le ?_ hPH (hspan.trans ?_)
  · rw [Subgroup.closure_le]
    rintro _ (hg | ⟨a, ha, rfl⟩)
    · exact hS hg
    · exact hA ha
  · -- the translations by `Ra` are conjugates of the given ones
    rw [AddSubgroup.closure_le]
    rintro _ ⟨R, hR, a, ha, rfl⟩
    obtain ⟨h, hh, rfl⟩ := hPH hR
    change translation (h.rot.val *ᵥ a) ∈ Subgroup.closure (S ∪ translation '' A)
    rw [← conj_translation]
    exact Subgroup.mul_mem _ (Subgroup.mul_mem _ hh
      (Subgroup.subset_closure (Or.inr ⟨a, ha, rfl⟩))) (Subgroup.inv_mem _ hh)

/-- Let `G` have translation lattice `ℤⁿ`. Elements `S` of `G` together with the `n` unit
translations generate `G` exactly when the linear parts of `S` generate the point group. -/
theorem generated_iff {G : Subgroup (Seitz n)} {S : Set (Seitz n)}
    (hG : translationLattice G = integerLattice n) (hS : S ⊆ G) :
    Subgroup.closure (S ∪ translation '' unitVectors n) = G ↔
      Subgroup.closure (linearPart '' S) = pointGroup G := by
  constructor
  · intro h
    have e : pointGroup G
        = Subgroup.closure (linearPart '' (S ∪ translation '' unitVectors n)) := by
      rw [pointGroup, ← MonoidHom.map_closure, h]
    rw [e]
    apply le_antisymm
    · exact Subgroup.closure_mono (Set.image_mono Set.subset_union_left)
    · rw [Subgroup.closure_le]
      rintro _ ⟨g, hg | ⟨a, _, rfl⟩, rfl⟩
      · exact Subgroup.subset_closure ⟨g, hg, rfl⟩
      · exact Subgroup.one_mem _
  · intro hP
    refine generated_of_orbit hS ?_ hP ?_
    · rw [hG, ← closure_unitVectors]
      exact AddSubgroup.subset_closure
    · rw [hG, ← closure_unitVectors]
      exact AddSubgroup.closure_mono fun a ha =>
        ⟨1, Subgroup.one_mem _, a, ha, Matrix.one_mulVec a⟩

/-- A Seitz group with translation lattice `ℤⁿ` and finite point group is finitely generated. -/
theorem fg_of_finite_pointGroup {G : Subgroup (Seitz n)}
    (hG : translationLattice G = integerLattice n) [Finite (pointGroup G)] : G.FG := by
  have hex : ∀ R : pointGroup G, ∃ g, g ∈ G ∧ linearPart g = R.1 := fun R => R.2
  choose f hf hfR using hex
  have himage : linearPart '' Set.range f = (pointGroup G : Set _) := by
    ext R
    constructor
    · rintro ⟨_, ⟨r, rfl⟩, rfl⟩
      rw [hfR]
      exact r.2
    · intro h
      exact ⟨f ⟨R, h⟩, ⟨_, rfl⟩, hfR _⟩
  rw [Subgroup.fg_iff]
  refine ⟨Set.range f ∪ translation '' unitVectors n, (generated_iff hG ?_).2 ?_, ?_⟩
  · rintro _ ⟨r, rfl⟩
    exact hf r
  · rw [himage, Subgroup.closure_eq]
  · exact (Set.finite_range f).union ((Set.finite_range _).image _)

/-- The matrix of the fourfold rotation of the plane. -/
def fourfold : (Matrix (Fin 2) (Fin 2) ℝ)ˣ where
  val := !![0, -1; 1, 0]
  inv := !![0, 1; -1, 0]
  val_inv := by
    ext i j; fin_cases i <;> fin_cases j <;> simp [Matrix.mul_apply, Fin.sum_univ_succ]
  inv_val := by
    ext i j; fin_cases i <;> fin_cases j <;> simp [Matrix.mul_apply, Fin.sum_univ_succ]

/-- The invertible matrices `R` for which `Rt` is an integer vector exactly when `t` is. -/
def latticeSymmetries (n : ℕ) : Subgroup (Matrix (Fin n) (Fin n) ℝ)ˣ where
  carrier := {R | ∀ t, R.val *ᵥ t ∈ integerLattice n ↔ t ∈ integerLattice n}
  one_mem' := by
    intro t
    rw [Units.val_one, Matrix.one_mulVec]
  mul_mem' := by
    intro R S hR hS t
    rw [Units.val_mul, ← Matrix.mulVec_mulVec]
    exact (hR _).trans (hS t)
  inv_mem' := by
    intro R hR t
    have h := hR ((R⁻¹).val *ᵥ t)
    rw [Matrix.mulVec_mulVec, Units.mul_inv, Matrix.one_mulVec] at h
    exact h.symm

/-- The fourfold rotation is a symmetry of the square lattice `ℤ²`. -/
theorem fourfold_mem : fourfold ∈ latticeSymmetries 2 := by
  intro t
  have e : fourfold.val *ᵥ t = ![-t 1, t 0] := by
    ext i
    fin_cases i <;> simp [fourfold, Matrix.mulVec, dotProduct, Fin.sum_univ_succ]
  rw [e]
  change (∀ i, ∃ z : ℤ, (![-t 1, t 0] : Fin 2 → ℝ) i = z) ↔ ∀ i, ∃ z : ℤ, t i = z
  rw [Fin.forall_fin_two, Fin.forall_fin_two]
  change ((∃ z : ℤ, -t 1 = z) ∧ ∃ z : ℤ, t 0 = z) ↔ (∃ z : ℤ, t 0 = z) ∧ ∃ z : ℤ, t 1 = z
  constructor
  · rintro ⟨⟨a, ha⟩, ⟨b, hb⟩⟩
    exact ⟨⟨b, hb⟩, ⟨-a, by push_cast; linarith⟩⟩
  · rintro ⟨⟨a, ha⟩, ⟨b, hb⟩⟩
    exact ⟨⟨-b, by push_cast; linarith⟩, ⟨a, ha⟩⟩

/-- The plane group p4: powers of the fourfold rotation combined with integer translations. -/
def p4 : Subgroup (Seitz 2) where
  carrier := {g | g.rot ∈ Subgroup.zpowers fourfold ∧ g.trans ∈ integerLattice 2}
  one_mem' := ⟨Subgroup.one_mem _, AddSubgroup.zero_mem _⟩
  mul_mem' := fun {g h} hg hh => by
    have k : ∀ t, g.rot.val *ᵥ t ∈ integerLattice 2 ↔ t ∈ integerLattice 2 :=
      Subgroup.zpowers_le.2 fourfold_mem hg.1
    exact ⟨Subgroup.mul_mem _ hg.1 hh.1, AddSubgroup.add_mem _ ((k _).2 hh.2) hg.2⟩
  inv_mem' := fun {g} hg => by
    have k : ∀ t, (g.rot⁻¹).val *ᵥ t ∈ integerLattice 2 ↔ t ∈ integerLattice 2 :=
      Subgroup.zpowers_le.2 fourfold_mem (Subgroup.inv_mem _ hg.1)
    exact ⟨Subgroup.inv_mem _ hg.1, AddSubgroup.neg_mem _ ((k _).2 hg.2)⟩

/-- The group p4 has translation lattice `ℤ²`, contains the fourfold rotation about the origin,
and has its point group generated by the linear part of that rotation. -/
theorem p4_witness :
    translationLattice p4 = integerLattice 2 ∧
    ({⟨fourfold, 0⟩} : Set (Seitz 2)) ⊆ p4 ∧
    Subgroup.closure (linearPart '' ({⟨fourfold, 0⟩} : Set (Seitz 2))) = pointGroup p4 := by
  refine ⟨?_, ?_, ?_⟩
  · ext t
    change (1 ∈ Subgroup.zpowers fourfold ∧ t ∈ integerLattice 2) ↔ _
    exact ⟨And.right, fun h => ⟨Subgroup.one_mem _, h⟩⟩
  · rintro _ rfl
    exact ⟨Subgroup.mem_zpowers fourfold, AddSubgroup.zero_mem _⟩
  · rw [Set.image_singleton, ← Subgroup.zpowers_eq_closure]
    change Subgroup.zpowers fourfold = _
    apply le_antisymm
    · intro R hR
      exact ⟨⟨R, 0⟩, ⟨hR, AddSubgroup.zero_mem _⟩, rfl⟩
    · rintro _ ⟨g, hg, rfl⟩
      exact hg.1

/-- The fourfold rotation and a single unit translation generate p4. -/
theorem p4_generated :
    Subgroup.closure (({⟨fourfold, 0⟩} : Set (Seitz 2)) ∪
      translation '' {(Pi.single 0 (1 : ℝ) : Fin 2 → ℝ)}) = p4 := by
  obtain ⟨hL, hS, hP⟩ := p4_witness
  refine generated_of_orbit hS ?_ hP ?_
  · rintro _ rfl
    rw [hL, ← closure_unitVectors]
    exact AddSubgroup.subset_closure ⟨0, rfl⟩
  · rw [hL, ← closure_unitVectors]
    apply AddSubgroup.closure_mono
    rintro _ ⟨i, rfl⟩
    revert i
    -- the second unit vector is the rotated first one
    refine Fin.forall_fin_two.2 ⟨?_, ?_⟩
    · exact ⟨1, Subgroup.one_mem _, _, rfl, Matrix.one_mulVec _⟩
    · refine ⟨fourfold, ⟨⟨fourfold, 0⟩, hS rfl, rfl⟩, _, rfl, ?_⟩
      ext j
      fin_cases j <;>
        simp [fourfold, Matrix.mulVec, dotProduct, Pi.single_apply]

end

end SpaceGroupGeneration
```

```lean
#print axioms SpaceGroupGeneration.fg_of_finite_pointGroup
#print axioms SpaceGroupGeneration.p4_generated
```

```
'SpaceGroupGeneration.fg_of_finite_pointGroup' depends on axioms: [propext, Classical.choice, Quot.sound]
'SpaceGroupGeneration.p4_generated' depends on axioms: [propext, Classical.choice, Quot.sound]
```

### How the proof follows the algebra

The `Group` instance checks the Seitz product, and `translation_add` and `conj_translation` are the two translation identities. In the latter, `mul_inv_eq_iff_eq_mul` moves the inverse to the other side, so that only products need comparing.

`closure_unitVectors` proves that the $e_i$ generate $\mathbb Z^n$. One inclusion holds because each $e_i$ is an integer vector; for the other, `choose` picks the integer coordinates $z_i$ and the vector is written as $\sum_i z_i e_i$.

The central argument is `eq_of_pointGroup_le_of_lattice_le`: a subgroup $H$ of $G$ with the full point group and the full lattice equals $G$. Its proof obtains $h$ with the same linear part as $g$, establishes $g=\{1|t-u\}h$ as the equation `e`, and moves the translation from $G$ into $H$ through the lattice hypothesis.

`generated_of_orbit` supplies the two inputs of that lemma. The step `hPH` shows that the generated subgroup has the full point group. For a vector $Ra$ with $a$ in `A`, the proof then picks an element of the subgroup with linear part $R$ and conjugates $\{1|a\}$ by it.

In `generated_iff`, the forward direction uses `MonoidHom.map_closure`, which says that the image of a generated subgroup is generated by the images; the translations contribute only the identity. The reverse direction applies `generated_of_orbit` to the unit vectors, taking $R=1$ each time. For finite generation, `choose` selects one operation of $G$ for each element of the finite point group, and these join the unit translations.

For p4, `fourfold_mem` shows that the rotation preserves $\mathbb Z^2$, which makes the set `p4` closed under products and inverses. `p4_witness` then verifies the lattice condition, that the rotation belongs to the group, and that its linear part generates the point group. Finally, `p4_generated` applies `generated_of_orbit` with the single vector $e_0$, obtaining $e_0$ from the identity and $e_1$ from the fourfold rotation.
